# $2n$ points on a circle have $\binom{2n}{n}/(n+1)$ Rumer structures

To count the ways in which $2n$ electrons, one per orbital, can be coupled into singlet pairs with no two bonds crossing on a circular diagram, one must first fix what a pairing is. Here it is a partner map: a function $f$ that sends each point to the point it is bonded to. The points carry the numbers $0,\dots,2n-1$ in their order around the circle, and two chords cross when their ends alternate in that order, $i<j<f(i)<f(j)$. No coordinates or angles are needed.

With $R_n$ for the number of such non-crossing pairings, the Rumer structures, the result is

$$R_n=\frac{1}{n+1}\binom{2n}{n},\qquad n\ge 0 .$$

The first values are $1,1,2,5,14$. The value $R_3=5$ belongs to the six $\pi$ orbitals of benzene, with two Kekulé and three Dewar structures.

## Sizing the list of covalent singlet structures

A valence-bond program that works with one fixed set of $2n$ singly occupied orbitals and total spin zero can use $R_n$ as the length of its structure list, and hence as the dimension of its Hamiltonian and overlap matrices. Ionic structures, with doubly occupied or empty orbitals, and higher spins need other counts.

Since $R_n$ is an integer, $n+1$ divides the binomial coefficient, so integer division is safe once the full coefficient has been formed. For twenty orbitals, $R_{10}=184756/11=16796$.

## Cutting the circle at the first bond

Work on a segment of points $a,a+1,\dots,b-1$. A structure on it is a map $f$ on the natural numbers with $f(f(i))=i$, with $f(i)\ne i$ exactly when $a\le i<b$, and with no $i<j<f(i)<f(j)$.

**Partners stay in the segment.** If $i$ is in the segment, then $f(i)\neq i=f(f(i))$. So $f(i)$ is not a fixed point either, and it lies in the segment. The points therefore fall into pairs, and $b-a$ is even.

**The first bond separates the rest.** Let $a<b$ and $c=f(a)$, so that $a<c<b$. A point $i$ other than $a$ and $c$ cannot have either of them as its partner.

- Let $a<i<c$. If $f(i)>c$, then $a<i<f(a)<f(i)$, which is a crossing. Hence $a<f(i)<c$.
- Let $c<i<b$. If $f(i)<c$, put $j=f(i)$. Then $a<j<f(a)<i=f(j)$, again a crossing. Hence $c<f(i)<b$.

Restricting $f$ to the points between $a$ and $c$ gives a structure $g$, and restricting it to the points after $c$ gives a structure $h$. Both inherit the absence of crossings.

**Any two parts can be joined.** Conversely, take structures $g$ on $a+1,\dots,c-1$ and $h$ on $c+1,\dots,b-1$, and add the bond $a$–$c$. The result $f$ is an involution that moves exactly the points of the segment. Suppose that $i<j<f(i)<f(j)$. Then $i$ and $j$ are both left ends of chords, so neither is $c$, and $j\ne a$ because no point before $a$ is bonded.

- If $i=a$, then $a<j<c<f(j)$, but the partner of $j$ lies before $c$.
- If $i$ and $j$ lie in the same part, then $g$ or $h$ has a crossing.
- If $i$ lies before $c$ and $j$ after it, then $f(i)<c<j$, which contradicts $j<f(i)$.

The joined map also determines its ingredients: $c=f(a)$, and $g$ and $h$ are the restrictions of $f$.

**Counting.** Take $2(n+1)$ points. The part under the first bond has an even number $2p$ of points, so $c=a+1+2p$, and $2(n-p)$ points remain after $c$. Therefore

$$R_{n+1}=\sum_{p=0}^{n}R_p\,R_{n-p},\qquad R_0=1,$$

where $R_0$ counts the empty pairing. This is the Catalan recursion.

**Closed form.** Let $C(x)=\sum_n R_n x^n$. The recursion says $C=1+xC^2$, and since $C$ is a power series, $C=(1-\sqrt{1-4x})/(2x)$. Integrating $1/\sqrt{1-4x}=\sum_n\binom{2n}{n}x^n$ gives

$$\sqrt{1-4x}=1-2\sum_{n\ge0}\frac{1}{n+1}\binom{2n}{n}x^{n+1},$$

and the coefficient of $x^n$ in $C$ is the stated quotient.

## Partner maps and their count in Lean

```lean
import Mathlib

namespace RumerStructureCount

/-- A Rumer structure on the points `a, ..., b - 1`, numbered around a circle, given by its
partner map: exactly these points are paired, all other naturals are fixed, and no two
chords cross. -/
structure IsRumer (a b : ℕ) (f : ℕ → ℕ) : Prop where
  invol : ∀ i, f (f i) = i
  bonded : ∀ i, f i ≠ i ↔ a ≤ i ∧ i < b
  noncrossing : ∀ i j, ¬ (i < j ∧ j < f i ∧ f i < f j)

/-- The number of Rumer structures on `2n` points of a circle. -/
noncomputable def rumerCount (n : ℕ) : ℕ := {f | IsRumer 0 (2 * n) f}.ncard

/-- The partner map with a bond between `a` and `c`, which follows `g` at the other points
before `c` and `h` at the points after `c`. -/
def glue (a c : ℕ) (g h : ℕ → ℕ) (i : ℕ) : ℕ :=
  if i = a then c else if i = c then a else if i < c then g i else h i

/-- The partner map `f` kept on the points `p, ..., q - 1`, with all other points fixed. -/
def keep (p q : ℕ) (f : ℕ → ℕ) (i : ℕ) : ℕ := if p ≤ i ∧ i < q then f i else i

/-- In a Rumer structure on the points `a, ..., b - 1`, each of these points has a partner among
them other than itself, and every other natural number is fixed. -/
theorem IsRumer.dichotomy {a b : ℕ} {f : ℕ → ℕ} (hf : IsRumer a b f) (i : ℕ) :
    (a ≤ i ∧ i < b ∧ a ≤ f i ∧ f i < b ∧ f i ≠ i) ∨ ((i < a ∨ b ≤ i) ∧ f i = i) := by
  have h1 := hf.bonded i
  have h2 := hf.bonded (f i)
  rw [hf.invol] at h2
  omega

/-- A Rumer structure has an even number of points. -/
theorem IsRumer.even_length {a b : ℕ} {f : ℕ → ℕ} (hf : IsRumer a b f) (hab : a ≤ b) :
    ∃ k, b = a + 2 * k := by
  -- partners cancel in a sum of ones modulo two
  have h : ∑ _i ∈ Finset.Ico a b, (1 : ZMod 2) = 0 := by
    refine Finset.sum_involution (fun i _ => f i) ?_ ?_ ?_ (fun i _ => hf.invol i)
    · intro i hi
      decide
    · intro i hi _
      exact (hf.bonded i).2 (Finset.mem_Ico.1 hi)
    · intro i hi
      have h1 := Finset.mem_Ico.1 hi
      have h2 := hf.dichotomy i
      exact Finset.mem_Ico.2 (by omega)
  have h' : ((b - a : ℕ) : ZMod 2) = 0 := by simpa using h
  obtain ⟨k, hk⟩ := (CharP.cast_eq_zero_iff (ZMod 2) 2 (b - a)).1 h'
  exact ⟨k, by omega⟩

/-- Rumer structures on the points between `a` and `c` and on the points after `c`, joined
by a bond from `a` to `c`, form a Rumer structure. -/
theorem glue_isRumer {a b c : ℕ} {g h : ℕ → ℕ} (hac : a < c) (hcb : c < b)
    (hg : IsRumer (a + 1) c g) (hh : IsRumer (c + 1) b h) : IsRumer a b (glue a c g h) := by
  refine ⟨fun i => ?_, fun i => ?_, fun i j => ?_⟩ <;>
    have g1 := hg.dichotomy i <;> have h1 := hh.dichotomy i
  · have g2 := hg.invol i
    have h2 := hh.invol i
    simp only [glue]
    split_ifs <;> omega
  · simp only [glue]
    split_ifs <;> omega
  · have g2 := hg.dichotomy j
    have h2 := hh.dichotomy j
    have g3 := hg.noncrossing i j
    have h3 := hh.noncrossing i j
    simp only [glue]
    split_ifs <;> omega

/-- In a Rumer structure with at least one point, the bond of the first point separates the
remaining points into two Rumer structures. -/
theorem IsRumer.decompose {a b : ℕ} {f : ℕ → ℕ} (hf : IsRumer a b f) (hab : a < b) :
    ∃ c g h, a < c ∧ c < b ∧ IsRumer (a + 1) c g ∧ IsRumer (c + 1) b h ∧
      glue a c g h = f := by
  have ha := hf.dichotomy a
  -- a part that is closed under taking partners is itself a Rumer structure
  have part : ∀ p q, a ≤ p → q ≤ b → (∀ i, p ≤ i → i < q → p ≤ f i ∧ f i < q) →
      IsRumer p q (keep p q f) := by
    intro p q hp hq hcl
    refine ⟨fun i => ?_, fun i => ?_, fun i j => ?_⟩ <;> have h1 := hcl i
    · have h2 := hf.invol i
      simp only [keep]
      split_ifs <;> omega
    · have h2 := hf.dichotomy i
      simp only [keep]
      split_ifs <;> omega
    · have h2 := hcl j
      have h3 := hf.noncrossing i j
      simp only [keep]
      split_ifs <;> omega
  -- no bond crosses the bond of the first point
  have sep : ∀ i, (a < i → i < f a → a < f i ∧ f i < f a) ∧
      (f a < i → i < b → f a < f i ∧ f i < b) := by
    intro i
    have h1 := hf.dichotomy i
    have h2 : f i = a → i = f a := fun e => by rw [← e, hf.invol]
    have h3 : f i = f a → i = a := fun e => by rw [← hf.invol i, e, hf.invol]
    have h4 := hf.noncrossing a i
    have h5 := hf.noncrossing a (f i)
    rw [hf.invol] at h5
    omega
  refine ⟨f a, keep (a + 1) (f a) f, keep (f a + 1) b f, by omega, by omega,
    part _ _ (by omega) (by omega) fun i _ _ => by have := sep i; omega,
    part _ _ (by omega) le_rfl fun i _ _ => by have := sep i; omega, funext fun i => ?_⟩
  have h1 := hf.dichotomy i
  have h2 : i = a → f i = f a := fun e => by rw [e]
  have h3 : i = f a → f i = a := fun e => by rw [e, hf.invol]
  simp only [glue, keep]
  split_ifs <;> omega

/-- A glued Rumer structure determines the partner of its first point and both parts. -/
theorem glue_unique {a b c c' : ℕ} {g h g' h' : ℕ → ℕ} (hac : a < c)
    (hg : IsRumer (a + 1) c g) (hh : IsRumer (c + 1) b h)
    (hg' : IsRumer (a + 1) c' g') (hh' : IsRumer (c' + 1) b h')
    (e : glue a c g h = glue a c' g' h') : c = c' ∧ g = g' ∧ h = h' := by
  have hc : c = c' := by simpa [glue] using congrFun e a
  subst hc
  refine ⟨rfl, funext fun i => ?_, funext fun i => ?_⟩ <;> have h3 := congrFun e i <;>
    have g1 := hg.dichotomy i <;> have g2 := hg'.dichotomy i <;>
    have h1 := hh.dichotomy i <;> have h2 := hh'.dichotomy i <;>
    simp only [glue] at h3 <;> split_ifs at h3 <;> omega

/-- The Rumer structures on `2n` consecutively numbered points form a finite set whose size
is the `n`-th Catalan number. -/
theorem finite_count (n : ℕ) : ∀ a, ∃ F : Finset (ℕ → ℕ),
    (∀ f, f ∈ F ↔ IsRumer a (a + 2 * n) f) ∧ F.card = catalan n := by
  classical
  induction n using Nat.strong_induction_on with
  | _ n ih =>
  intro a
  rcases n with _ | n
  · refine ⟨{id}, fun f => ?_, by simp⟩
    rw [Finset.mem_singleton]
    constructor
    · rintro rfl
      exact ⟨fun i => rfl, fun i => by simp only [id]; omega,
        fun i j => by simp only [id]; omega⟩
    · intro hf
      funext i
      have := hf.dichotomy i
      simp only [id]
      omega
  · have ih' : ∀ m s, ∃ F : Finset (ℕ → ℕ), m ≤ n →
        (∀ f, f ∈ F ↔ IsRumer s (s + 2 * m) f) ∧ F.card = catalan m := by
      intro m s
      by_cases h : m ≤ n
      · obtain ⟨F, hF⟩ := ih m (by omega) s
        exact ⟨F, fun _ => hF⟩
      · exact ⟨∅, fun h' => absurd h' h⟩
    choose G hG using ih'
    -- all choices of the first bond and of the structures on its two sides
    let D : Finset (Σ _ : ℕ, (ℕ → ℕ) × (ℕ → ℕ)) :=
      (Finset.range (n + 1)).sigma fun p => G p (a + 1) ×ˢ G (n - p) (a + 1 + 2 * p + 1)
    have hD : ∀ p g h, (⟨p, (g, h)⟩ : Σ _ : ℕ, (ℕ → ℕ) × (ℕ → ℕ)) ∈ D ↔
        p < n + 1 ∧ IsRumer (a + 1) (a + 1 + 2 * p) g ∧
          IsRumer (a + 1 + 2 * p + 1) (a + 2 * (n + 1)) h := by
      intro p g h
      simp only [D, Finset.mem_sigma, Finset.mem_product, Finset.mem_range]
      refine and_congr_right fun hp => ?_
      rw [(hG p (a + 1) (by omega)).1, (hG (n - p) (a + 1 + 2 * p + 1) (by omega)).1,
        show a + 1 + 2 * p + 1 + 2 * (n - p) = a + 2 * (n + 1) by omega]
    have hcard : D.card = catalan (n + 1) := by
      simp only [D, Finset.card_sigma, Finset.card_product]
      rw [catalan_succ, Finset.sum_range]
      refine Finset.sum_congr rfl fun p _ => ?_
      have hp := p.isLt
      rw [(hG p.val _ (by omega)).2, (hG (n - p.val) _ (by omega)).2]
    refine ⟨D.image fun x => glue a (a + 1 + 2 * x.1) x.2.1 x.2.2, fun f => ?_,
      (Finset.card_image_of_injOn ?_).trans hcard⟩
    · rw [Finset.mem_image]
      constructor
      · rintro ⟨⟨p, g, h⟩, hx, rfl⟩
        obtain ⟨hp, hg, hh⟩ := (hD p g h).1 hx
        have key := glue_isRumer (show a < a + 1 + 2 * p by omega)
          (show a + 1 + 2 * p < a + 2 * (n + 1) by omega) hg hh
        exact key
      · intro hf
        obtain ⟨c, g, h, hac, hcb, hg, hh, e⟩ := hf.decompose (by omega)
        obtain ⟨p, rfl⟩ := hg.even_length (by omega)
        exact ⟨⟨p, (g, h)⟩, (hD p g h).2 ⟨by omega, hg, hh⟩, e⟩
    · rintro ⟨p, g, h⟩ hx ⟨p', g', h'⟩ hy e
      obtain ⟨_, hg, hh⟩ := (hD p g h).1 (Finset.mem_coe.1 hx)
      obtain ⟨_, hg', hh'⟩ := (hD p' g' h').1 (Finset.mem_coe.1 hy)
      obtain ⟨hc, rfl, rfl⟩ :=
        glue_unique (show a < a + 1 + 2 * p by omega) hg hh hg' hh' e
      obtain rfl : p = p' := by omega
      rfl

/-- The number of Rumer structures on `2n` points of a circle is the `n`-th Catalan number. -/
theorem rumerCount_eq_catalan (n : ℕ) : rumerCount n = catalan n := by
  obtain ⟨F, hF, hc⟩ := finite_count n 0
  have h : {f | IsRumer 0 (2 * n) f} = (F : Set (ℕ → ℕ)) := Set.ext fun f => by simp [hF]
  rw [rumerCount, h]
  simpa using hc

/-- The number of Rumer structures on `2n` points of a circle is the binomial coefficient
`choose (2n) n` divided by `n + 1`. -/
theorem rumer_count (n : ℕ) : (rumerCount n : ℚ) = ((2 * n).choose n : ℚ) / (n + 1) := by
  have h := succ_mul_catalan_eq_centralBinom n
  rw [Nat.centralBinom_eq_two_mul_choose] at h
  rw [rumerCount_eq_catalan, eq_div_iff (by positivity), mul_comm]
  exact_mod_cast h

/-- Six points on a circle, as in the pi system of benzene, have five Rumer structures. -/
theorem benzene_count : rumerCount 3 = 5 :=
  (rumerCount_eq_catalan 3).trans catalan_three

end RumerStructureCount
```

```lean
#print axioms RumerStructureCount.rumer_count
#print axioms RumerStructureCount.benzene_count
```

```
'RumerStructureCount.rumer_count' depends on axioms: [propext, Classical.choice, Quot.sound]
'RumerStructureCount.benzene_count' depends on axioms: [propext, Classical.choice, Quot.sound]
```

## Reading `rumer_count`

`IsRumer a b f` is the definition of a structure on a segment, with the fields `invol`, `bonded` and `noncrossing` for its three conditions. The name is used for any segment, including an empty one. The maps have type `ℕ → ℕ`, and because all points outside the segment are fixed, each pairing corresponds to exactly one map.

`rumerCount n` is the number of structures on the points $0,\dots,2n-1$, our $R_n$. The similarly named `rumer_count` is the theorem: for every natural number $n$, this count, read as a rational number, equals the binomial coefficient divided by $n+1$. The division is in `ℚ`, so nothing is rounded. The points are labelled, so structures that differ by a rotation count separately, as the two Kekulé structures of benzene do.

The count uses `ncard`, which returns 0 for an infinite set. `finite_count` rules that case out by producing a finite set that contains exactly the structures.

## From the first bond to the Catalan recursion

`IsRumer.dichotomy` says that partners stay in the segment. `IsRumer.even_length` obtains the parity by summing 1 modulo 2 over the segment: the two members of each pair cancel, so the length is zero modulo 2.

`IsRumer.decompose` cuts at the first bond. Its inner statement `sep` contains the two crossing arguments, and `part` shows that a range closed under taking partners carries a structure of its own. The restriction is the function `keep`, and the joining is `glue`. `glue_isRumer` shows that joining creates no crossing, and `glue_unique` recovers $c$, $g$ and $h$ from the joined map.

`finite_count` is a strong induction on $n$, for all starting points $a$ at once, since the two parts start at different labels. The finite set `D` holds all triples of $p$, $g$ and $h$. Its size is the Catalan sum, and `glue` maps it one-to-one onto the structures on $2(n+1)$ points. `rumerCount_eq_catalan` takes $a=0$, and `rumer_count` adds Mathlib's identity between $(n+1)$ times the Catalan number and the central binomial coefficient. `benzene_count` is the case $n=3$.

## How `omega` handles chords

Most of the geometry is settled by `omega`, a tactic for linear arithmetic over integers and natural numbers. It treats a term such as `f i` as an unknown number and knows nothing about `f` as a function. This has two consequences for the proofs.

First, general facts must be supplied at the points where they are needed. In `sep`, the second crossing argument enters as `hf.noncrossing a (f i)`, with `f (f i)` then rewritten to `i`. This is the substitution $j=f(i)$ of the derivation.

Second, `omega` does not infer $f(i)=f(a)$ from $i=a$. `IsRumer.decompose` therefore states such implications separately before its last step. Once they are in place, `split_ifs` opens the cases in `glue` and `keep`, and each case is a set of inequalities between a few numbers.

## Four points with crossings allowed

Without the condition `noncrossing`, the formula already fails at $n=2$. Four points have three pairings: $\{01,23\}$, $\{03,12\}$ and $\{02,13\}$. Only the last one crosses, and the formula gives 2.

The condition stands for the removal of a redundancy among spin functions. Four spins one-half have a two-dimensional singlet space, so the three functions that belong to these pairings are linearly dependent. A program that kept all three would build a singular overlap matrix.

## Pairings and spin functions

The theorems count diagrams. The step from there to a calculation is that the singlet functions attached to the non-crossing pairings form a basis of the spin-zero space of $2n$ electrons in $2n$ singly occupied orbitals. That is a standard fact of spin coupling, but it is used here as background and has no proof in the Lean code. A list of the right length may also still contain a duplicate and lack a structure, so agreement with $R_n$ is a necessary condition for a correct enumeration and not a sufficient one.
